# For U > 0, hybridization keeps the first-order +U gap opening of a two-orbital model below U/2

## Two orbitals and a fixed +U potential

Component 0 of a vector is the amplitude on a d orbital, and component 1 is the amplitude on a ligand orbital. The Hamiltonian is real, with on-site energies d and −d and hybridization t:

H = [[d, t], [t, −d]]

The number d may have either sign; in "d orbital" and "d weight" the letter is only a label. Let v and u be real normalized eigenvectors with energies a < b. Their d weights are

w = v₀², w′ = u₀².

One electron occupies the lower state v, so w is the occupation of the d orbital. The +U potential acts on that orbital only:

V = [[U(1/2 − w), 0], [0, 0]]

This form is postulated. It stands for an on-site correction that, for U > 0, penalizes fractional occupation: it raises an orbital that is less than half filled and lowers one that is more than half filled. V is built once from v and then held fixed.

## The ionic limit and covalent mixing

Without hybridization one level is purely d and the other purely ligand. Only the d level moves, by U/2 in size, and the gap opens by U/2. Mixing brings w closer to 1/2, which weakens the potential, and it spreads the d orbital over both levels, which makes their shifts more alike. In this non-interacting two-level model of a DFT+U calculation, covalency therefore reduces the gap opening that a given U > 0 produces to first order.

## The formula, the bound and the derivative

`IsState A e v` says that v satisfies the eigenvalue equation with energy e and has norm 1. The Hamiltonian is `twoLevel d (-d) t`, the potential is `plusU U v`, and `expectation` is the real quadratic form vᵀAv. Given the two states and a < b, the main theorems say the following.

- `gap_opening`: for every real U, the expectation of V in u minus that in v is U d²/(2(d² + t²)).
- `gap_opening_lt_iff`: if U > 0, this difference is below U/2 exactly when t ≠ 0.
- `hasDerivAt_levelGap`: the same difference is the derivative at x = 0 of the gap formula for H + xV.

The last theorem justifies the words "first-order gap opening". The function `levelGap` is defined from the matrix entries, and `levelGap_eq` identifies it with b − a for any two states with energies a < b. The condition a < b excludes only d = t = 0.

The model has no spin and no self-consistency: w is not updated as the potential is switched on.

## From the eigenvalue equation to the gap opening

For a state v with energy e, the eigenvalue equation reads

(e − d)v₀ = t v₁
(e + d)v₁ = t v₀.

Multiplying the first line by e + d and using the second gives (e² − d²)v₀ = t²v₀. In the same way (e² − d²)v₁ = t²v₁. Since v is not zero,

e² = d² + t².

Next, multiply the first line by v₀ and the second by v₁. Both right-hand sides are t v₀v₁, so with v₁² = 1 − v₀²

(e − d)v₀² = (e + d)(1 − v₀²), hence 2e v₀² = e + d.

The energies a < b have the same square, so a = −b and b = E, where E = √(d² + t²) > 0. The two weights are

w = (1 − d/E)/2, w′ = (1 + d/E)/2.

The expectation of V in a state is U(1/2 − w) times the d weight of that state. The difference is

U(1/2 − w)(w′ − w) = U · d/(2E) · d/E = U d²/(2(d² + t²)).

Its distance from U/2 is

U/2 − U d²/(2(d² + t²)) = U t²/(2(d² + t²)),

which for U > 0 is positive exactly when t ≠ 0.

For the derivative, write s = U(1/2 − w) = U d/(2E). The matrix H + xV has on-site energies d + xs and −d, so its gap is

G(x) = √((2d + xs)² + 4t²).

Here G(0) = 2E, and

G′(0) = 4ds/(2 · 2E) = ds/E = U d²/(2E²).

## The case d = 7, t = 24

Here E = √(49 + 576) = 25. The lower state is (3/5, −4/5) and the upper state is (4/5, 3/5), so w = 9/25 and w′ = 16/25. The potential on the d orbital is U(1/2 − 9/25) = 7U/50, and the opening is

(7U/50)(16/25 − 9/25) = 49U/1250 = 0.0392 U,

far below the ionic value 0.5 U.

## General on-site energies

For on-site energies p and q, subtracting the mean (p + q)/2 leaves the eigenvectors unchanged and gives the case d = (p − q)/2. The opening becomes

U(p − q)²/(2((p − q)² + 4t²)).

The Lean theorems state the opening only for q = −p.

## The Lean source

```lean
import Mathlib

open Matrix

namespace DFTPlusUCovalency

noncomputable section

/-- The real two-orbital Hamiltonian with on-site energies `p` (d orbital) and `q` (ligand)
and hybridization `t`. -/
def twoLevel (p q t : ℝ) : Matrix (Fin 2) (Fin 2) ℝ := !![p, t; t, q]

/-- `v` is a normalized eigenvector of `A` with energy `e`. -/
structure IsState (A : Matrix (Fin 2) (Fin 2) ℝ) (e : ℝ) (v : Fin 2 → ℝ) : Prop where
  eigen : A *ᵥ v = e • v
  normalized : v ⬝ᵥ v = 1

/-- The d weight of a state: its first component squared. -/
def dWeight (v : Fin 2 → ℝ) : ℝ := v 0 ^ 2

/-- The potential `U (1/2 - w)` on the d orbital, with `w` the d weight of the state `v`. -/
def plusU (U : ℝ) (v : Fin 2 → ℝ) : Matrix (Fin 2) (Fin 2) ℝ :=
  !![U * (1 / 2 - dWeight v), 0; 0, 0]

/-- The expectation value of `A` in the real state `v`. -/
def expectation (A : Matrix (Fin 2) (Fin 2) ℝ) (v : Fin 2 → ℝ) : ℝ := v ⬝ᵥ A *ᵥ v

/-- The gap formula for a real symmetric two-level matrix, in terms of its entries. -/
def levelGap (A : Matrix (Fin 2) (Fin 2) ℝ) : ℝ :=
  √((A 0 0 - A 1 1) ^ 2 + 4 * A 0 1 ^ 2)

variable {p q t d a b e U : ℝ} {u v : Fin 2 → ℝ}

/-- The energy `e` of a state obeys the secular equation, and its d weight `w` satisfies `(2 e - p -
q) w = e - q`. -/
theorem secular_and_weight (h : IsState (twoLevel p q t) e v) :
    (e - p) * (e - q) = t ^ 2 ∧ (2 * e - p - q) * dWeight v = e - q := by
  have h0 : p * v 0 + t * v 1 = e * v 0 := by
    simpa [twoLevel, Matrix.mulVec, dotProduct, Fin.sum_univ_two] using congrFun h.eigen 0
  have h1 : t * v 0 + q * v 1 = e * v 1 := by
    simpa [twoLevel, Matrix.mulVec, dotProduct, Fin.sum_univ_two] using congrFun h.eigen 1
  have hn : v 0 ^ 2 + v 1 ^ 2 = 1 := by
    simpa [dotProduct, Fin.sum_univ_two, sq] using h.normalized
  constructor
  · linear_combination (-((e - p) * (e - q) - t ^ 2)) * hn
      + (-(e - q) * v 0 - t * v 1) * h0 + (-t * v 0 - (e - p) * v 1) * h1
  · unfold dWeight
    linear_combination (e - q) * hn - v 0 * h0 + v 1 * h1

/-- The difference of the two energies of a two-level Hamiltonian is given by `levelGap`. -/
theorem levelGap_eq (hv : IsState (twoLevel p q t) a v) (hu : IsState (twoLevel p q t) b u)
    (hab : a < b) : levelGap (twoLevel p q t) = b - a := by
  have ca := (secular_and_weight hv).1
  have cb := (secular_and_weight hu).1
  -- two distinct roots of the secular equation add up to the trace
  have hs : a + b = p + q :=
    mul_left_cancel₀ (sub_ne_zero.2 hab.ne') (by linear_combination cb - ca)
  have hg : levelGap (twoLevel p q t) = √((p - q) ^ 2 + 4 * t ^ 2) := by
    simp [levelGap, twoLevel]
  have hsq : (p - q) ^ 2 + 4 * t ^ 2 = (b - a) ^ 2 := by
    linear_combination (-4) * cb + (3 * b - a - p - q) * hs
  rw [hg, hsq, Real.sqrt_sq (sub_pos.2 hab).le]

/-- For on-site energies `d` and `-d` the two levels are opposite, with square `d² + t²`. -/
theorem levels_opposite (hv : IsState (twoLevel d (-d) t) a v)
    (hu : IsState (twoLevel d (-d) t) b u) (hab : a < b) :
    a = -b ∧ 0 < b ∧ b ^ 2 = d ^ 2 + t ^ 2 := by
  have ca := (secular_and_weight hv).1
  have cb := (secular_and_weight hu).1
  have hs : a + b = 0 :=
    mul_left_cancel₀ (sub_ne_zero.2 hab.ne') (by linear_combination cb - ca)
  exact ⟨by linarith, by linarith, by linear_combination cb⟩

/-- The d weight of the lower state is `(1 - d / √(d² + t²)) / 2`. -/
theorem lower_dWeight (hv : IsState (twoLevel d (-d) t) a v)
    (hu : IsState (twoLevel d (-d) t) b u) (hab : a < b) :
    dWeight v = (1 - d / √(d ^ 2 + t ^ 2)) / 2 := by
  obtain ⟨ha, hb, hb2⟩ := levels_opposite hv hu hab
  have hw := (secular_and_weight hv).2
  rw [ha] at hw
  rw [← hb2, Real.sqrt_sq hb.le]
  have hdiv : d / b * b = d := div_mul_cancel₀ d hb.ne'
  apply mul_left_cancel₀ hb.ne'
  linear_combination (-1 / 2) * hw + (1 / 2) * hdiv

/-- The expectation of the +U potential in a state is its strength times the d weight. -/
theorem expectation_plusU (U : ℝ) (v u : Fin 2 → ℝ) :
    expectation (plusU U v) u = U * (1 / 2 - dWeight v) * dWeight u := by
  simp [expectation, plusU, dWeight, Matrix.mulVec, dotProduct, Fin.sum_univ_two]
  ring

/-- The +U potential built from the lower state has upper-minus-lower expectation
`U d² / (2 (d² + t²))`. -/
theorem gap_opening (hv : IsState (twoLevel d (-d) t) a v)
    (hu : IsState (twoLevel d (-d) t) b u) (hab : a < b) :
    expectation (plusU U v) u - expectation (plusU U v) v
      = U * d ^ 2 / (2 * (d ^ 2 + t ^ 2)) := by
  obtain ⟨ha, hb, hb2⟩ := levels_opposite hv hu hab
  have hw := (secular_and_weight hv).2
  have hw' := (secular_and_weight hu).2
  rw [ha] at hw
  -- departure from half filling, and contrast of the two d weights
  have hA : b * (1 / 2 - dWeight v) = d / 2 := by linear_combination (1 / 2) * hw
  have hB : 2 * b * (dWeight u - dWeight v) = 2 * d := by linear_combination hw' + hw
  rw [expectation_plusU, expectation_plusU, ← hb2, eq_div_iff (by positivity)]
  linear_combination U * 2 * b * (dWeight u - dWeight v) * hA + U * (d / 2) * hB

/-- For `U > 0` the upper-minus-lower expectation is below `U / 2` exactly when the orbitals
hybridize. -/
theorem gap_opening_lt_iff (hv : IsState (twoLevel d (-d) t) a v)
    (hu : IsState (twoLevel d (-d) t) b u) (hab : a < b) (hU : 0 < U) :
    expectation (plusU U v) u - expectation (plusU U v) v < U / 2 ↔ t ≠ 0 := by
  obtain ⟨_, hb, hb2⟩ := levels_opposite hv hu hab
  have hE : 0 < d ^ 2 + t ^ 2 := by rw [← hb2]; positivity
  rw [gap_opening hv hu hab, div_lt_div_iff₀ (by linarith) two_pos]
  constructor
  · intro h ht
    rw [ht] at h
    linarith
  · intro ht
    have hpos : 0 < U * t ^ 2 := by positivity
    nlinarith

/-- When the +U potential, held fixed, is switched on with strength `x`, the gap grows at
`x = 0` at a rate equal to the upper-minus-lower expectation of that potential. -/
theorem hasDerivAt_levelGap (hv : IsState (twoLevel d (-d) t) a v)
    (hu : IsState (twoLevel d (-d) t) b u) (hab : a < b) :
    HasDerivAt (fun x : ℝ => levelGap (twoLevel d (-d) t + x • plusU U v))
      (expectation (plusU U v) u - expectation (plusU U v) v) 0 := by
  obtain ⟨ha, hb, hb2⟩ := levels_opposite hv hu hab
  have hw := (secular_and_weight hv).2
  rw [ha] at hw
  obtain ⟨s, hs⟩ : ∃ s, s = U * (1 / 2 - dWeight v) := ⟨_, rfl⟩
  have hsb : b * s = U * d / 2 := by
    rw [hs]
    linear_combination (U / 2) * hw
  have hf : (fun x : ℝ => levelGap (twoLevel d (-d) t + x • plusU U v))
      = fun x : ℝ => √((2 * d + x * s) * (2 * d + x * s) + 4 * t ^ 2) := by
    funext x
    unfold levelGap
    congr 1
    simp [twoLevel, plusU, hs]
    ring
  have h1 : HasDerivAt (fun x : ℝ => 2 * d + x * s) s 0 := by
    simpa using ((hasDerivAt_id (0 : ℝ)).mul_const s).const_add (2 * d)
  have h2 : HasDerivAt (fun x : ℝ => (2 * d + x * s) * (2 * d + x * s) + 4 * t ^ 2)
      (4 * d * s) 0 :=
    ((h1.fun_mul h1).add_const (4 * t ^ 2)).congr_deriv (by ring)
  -- the unperturbed gap is 2b
  have hval : (2 * d + 0 * s) * (2 * d + 0 * s) + 4 * t ^ 2 = (2 * b) ^ 2 := by
    linear_combination (-4) * hb2
  rw [hf, gap_opening hv hu hab]
  refine (h2.sqrt (by rw [hval]; positivity)).congr_deriv ?_
  rw [hval, Real.sqrt_sq (by positivity), ← hb2,
    div_eq_div_iff (by positivity) (by positivity)]
  linear_combination 8 * d * b * hsb

/-- For `d = 7` and `t = 24` the vectors `(3/5, -4/5)` and `(4/5, 3/5)` are normalized
eigenvectors with energies `-25` and `25`. -/
theorem isState_witness :
    IsState (twoLevel 7 (-7) 24) (-25) ![3 / 5, -4 / 5] ∧
      IsState (twoLevel 7 (-7) 24) 25 ![4 / 5, 3 / 5] := by
  refine ⟨⟨?_, ?_⟩, ⟨?_, ?_⟩⟩
  · ext i
    fin_cases i <;> norm_num [twoLevel, Matrix.mulVec, dotProduct, Fin.sum_univ_two]
  · norm_num [dotProduct, Fin.sum_univ_two]
  · ext i
    fin_cases i <;> norm_num [twoLevel, Matrix.mulVec, dotProduct, Fin.sum_univ_two]
  · norm_num [dotProduct, Fin.sum_univ_two]

end

end DFTPlusUCovalency
```

```lean
#print axioms DFTPlusUCovalency.levelGap_eq
#print axioms DFTPlusUCovalency.lower_dWeight
#print axioms DFTPlusUCovalency.gap_opening_lt_iff
#print axioms DFTPlusUCovalency.hasDerivAt_levelGap
```

```
'DFTPlusUCovalency.levelGap_eq' depends on axioms: [propext, Classical.choice, Quot.sound]
'DFTPlusUCovalency.lower_dWeight' depends on axioms: [propext, Classical.choice, Quot.sound]
'DFTPlusUCovalency.gap_opening_lt_iff' depends on axioms: [propext, Classical.choice, Quot.sound]
'DFTPlusUCovalency.hasDerivAt_levelGap' depends on axioms: [propext, Classical.choice, Quot.sound]
```

## How the proofs follow the algebra

`secular_and_weight` extracts the two component equations and the normalization, then obtains both relations with `linear_combination`. Its coefficients encode the multiplications done above. Weighting by v₀² and v₁² and adding avoids asking which component is nonzero.

`levelGap_eq` and `levels_opposite` subtract the secular equations of the two states and cancel b − a, which gives the sum of the energies. `lower_dWeight` then solves the linear relation for w.

In `gap_opening`, `hA` is b(1/2 − w) = d/2 and `hB` is 2b(w′ − w) = 2d. After `eq_div_iff` clears the denominator, the goal is a combination of these two. `gap_opening_lt_iff` cross-multiplies and reduces the comparison to the sign of U t².

In `hasDerivAt_levelGap`, `hf` rewrites the gap as the explicit square root G(x), and `h1` and `h2` differentiate its argument. `hval` shows that the argument equals (2b)² at x = 0, so the square root is differentiable there. The closing step uses `hsb`, which is bs = U d/2.

`isState_witness` checks the two vectors of the numerical case component by component.
